# If tr H^k = 0 for every odd k up to the dimension of a complex matrix H, its eigenvalues pair as l and −l

Take a triangular molecule with three orthonormal orbitals, one per site, on-site energy 0 and real hopping t ≠ 0 between each pair of sites. Its levels are 2t, −t and −t. They sum to zero, so the first moment of the spectrum vanishes, and anyone who stopped there might report levels symmetric about zero. They are not. A finite list of vanishing odd moments settles the symmetry only if one knows how long the list has to be.

For n levels, the odd moments up to order n are enough. This holds for any complex n by n matrix H, Hermitian or not, diagonalisable or not. In a finite, non-interacting tight-binding model with orthonormal orbitals, tr H^k is a sum over closed walks of k steps, where an on-site energy counts as a step that stays on its site. The symmetry of the levels can therefore be decided without diagonalising H. Representing a real system by such a finite matrix, with a chosen zero of energy, is a step that the theorems leave to the user.

## The matrix and its eigenvalues

```lean
import Mathlib

open Polynomial

namespace OddMomentSymmetry

noncomputable section

variable {ι : Type*} [Fintype ι] [DecidableEq ι]
```

The finite type `ι` labels the sites or orbitals, and n is their number, `Fintype.card ι` in Lean. A Hamiltonian is a `Matrix ι ι ℂ`.

```lean
/-- The algebraic multiplicity of `l` as an eigenvalue of `H`: its multiplicity as a root of the
characteristic polynomial (zero if `l` is not an eigenvalue). -/
def algMult (H : Matrix ι ι ℂ) (l : ℂ) : ℕ := H.charpoly.rootMultiplicity l
```

Eigenvalues are called l here, where textbooks usually write λ. The characteristic polynomial is det(x − H), and `algMult H l` is the multiplicity of l as its root. For a matrix that is not diagonalisable, this can exceed the number of independent eigenvectors.

## Moments as sums over eigenvalues

```lean
/-- The determinant of a polynomial `p(H)` is the product of `p(l)` over the eigenvalues `l` of
`H`, counted with algebraic multiplicity. -/
theorem det_aeval (H : Matrix ι ι ℂ) (p : ℂ[X]) :
    (aeval H p).det = (H.charpoly.roots.map fun l => p.eval l).prod := by
  have hsplit : ∀ q : ℂ[X], C q.leadingCoeff * (q.roots.map fun a => X - C a).prod = q :=
    fun q => C_leadingCoeff_mul_prod_multiset_X_sub_C
      (splits_iff_card_roots.1 (IsAlgClosed.splits q))
  have hcard : Multiset.card H.charpoly.roots = Fintype.card ι := by
    rw [splits_iff_card_roots.1 (IsAlgClosed.splits _), Matrix.charpoly_natDegree_eq_dim]
  -- the claim is multiplicative in `p`
  have hmul : ∀ p q : ℂ[X],
      (aeval H p).det = (H.charpoly.roots.map fun l => p.eval l).prod →
      (aeval H q).det = (H.charpoly.roots.map fun l => q.eval l).prod →
      (aeval H (p * q)).det = (H.charpoly.roots.map fun l => (p * q).eval l).prod := by
    intro p q hp hq
    simp only [map_mul, Matrix.det_mul, eval_mul, Multiset.prod_map_mul]
    rw [hp, hq]
  -- it holds for constants
  have hC : ∀ c : ℂ, (aeval H (C c)).det =
      (H.charpoly.roots.map fun l => (C c).eval l).prod := by
    intro c
    rw [aeval_C, Algebra.algebraMap_eq_smul_one, Matrix.det_smul, Matrix.det_one, mul_one]
    simp only [eval_C, Multiset.map_const', Multiset.prod_replicate, hcard]
  -- and for linear factors, by the characteristic polynomial
  have hlin : ∀ a : ℂ, (aeval H (C a - X)).det =
      (H.charpoly.roots.map fun l => (C a - X).eval l).prod := by
    intro a
    have h := congrArg (eval a) (hsplit H.charpoly)
    rw [H.charpoly_monic.leadingCoeff, C_1, one_mul, eval_multiset_prod, Multiset.map_map,
      Matrix.eval_charpoly, Matrix.scalar_apply, ← Matrix.smul_one_eq_diagonal] at h
    simp only [Function.comp_def, eval_sub, eval_X, eval_C] at h
    simp only [map_sub, aeval_C, aeval_X, eval_sub, eval_C, eval_X,
      Algebra.algebraMap_eq_smul_one]
    exact h.symm
  have hprod : ∀ s : Multiset ℂ, (aeval H (s.map fun a => X - C a).prod).det =
      (H.charpoly.roots.map fun l => ((s.map fun a => X - C a).prod).eval l).prod := by
    intro s
    induction s using Multiset.induction_on with
    | empty => simp
    | cons a s ih =>
      have e : (X - C a : ℂ[X]) = C (-1) * (C a - X) := by
        rw [C_neg, C_1]; ring
      rw [Multiset.map_cons, Multiset.prod_cons]
      refine hmul _ _ ?_ ih
      rw [e]
      exact hmul _ _ (hC _) (hlin a)
  rw [← hsplit p]
  exact hmul _ _ (hC _) (hprod _)
```

For every polynomial p,

det p(H) = ∏ p(l),

where l runs over the eigenvalues with multiplicity. In Lean, `aeval H p` is p(H), and `H.charpoly.roots` is the multiset of eigenvalues: an unordered list with repetitions.

To derive this, factorise p(x) = c ∏ (x − a), with a running over the roots of p, repeated according to multiplicity (for p = 0, take c = 0 and no factors). Determinants multiply, so

det p(H) = cⁿ ∏ det(H − a).

The characteristic polynomial gives det(a − H) = ∏ (a − l). Changing the sign of all n factors gives det(H − a) = ∏ (l − a). Collecting the factors that belong to one eigenvalue l yields c ∏ (l − a) = p(l).

In the proof, `hsplit` is the factorisation and `hcard` says that there are n eigenvalues. `hmul` shows that the claim passes to products, `hC` and `hlin` treat constants and linear factors, and `hprod` multiplies the linear factors together by induction.

```lean
/-- The `k`-th moment `tr H^k` is the sum of the `k`-th powers of the eigenvalues, counted with
algebraic multiplicity. -/
theorem trace_pow_eq_sum (H : Matrix ι ι ℂ) (k : ℕ) :
    (H ^ k).trace = (H.charpoly.roots.map fun l => l ^ k).sum := by
  have h : (H ^ k).charpoly =
      ((H.charpoly.roots.map fun l => l ^ k).map fun a => X - C a).prod := by
    apply Polynomial.funext
    intro z
    have hz := det_aeval H (C z - X ^ k)
    simp only [map_sub, map_pow, aeval_C, aeval_X, eval_sub, eval_C, eval_pow, eval_X,
      Algebra.algebraMap_eq_smul_one] at hz
    rw [Matrix.eval_charpoly, Matrix.scalar_apply, ← Matrix.smul_one_eq_diagonal, hz,
      eval_multiset_prod, Multiset.map_map, Multiset.map_map]
    simp only [Function.comp_def, eval_sub, eval_X, eval_C]
  rw [Matrix.trace_eq_sum_roots_charpoly, h, roots_multiset_prod_X_sub_C]
```

This says tr H^k = ∑ l^k. Put p(x) = z − x^k into the previous result:

det(z − H^k) = ∏ (z − l^k).

The eigenvalues of H^k are therefore the numbers l^k, with the right multiplicities, and the trace is their sum. `Polynomial.funext` supplies the step from equality at every z to equality of polynomials.

## From power sums to symmetric functions

```lean
/-- Newton's identity for a finite collection of complex levels: for `k ≥ 1` it expresses the `k`-th
elementary symmetric function through lower ones and the power sums. -/
theorem newton (s : Multiset ℂ) (k : ℕ) :
    (k : ℂ) * s.esymm k = (-1) ^ (k + 1) *
      ∑ a ∈ Finset.HasAntidiagonal.antidiagonal k with a.1 < k,
        (-1) ^ a.1 * s.esymm a.1 * (s.map fun l => l ^ a.2).sum := by
  have hp : ∀ j : ℕ, ∑ x : s, (x : ℂ) ^ j = (s.map fun l => l ^ j).sum :=
    fun j => congrArg Multiset.sum (Multiset.map_univ s fun l => l ^ j)
  have h := congrArg (MvPolynomial.aeval (fun x : s => (x : ℂ)))
    (MvPolynomial.mul_esymm_eq_sum s ℂ k)
  simp only [map_mul, map_sum, map_pow, map_neg, map_one, map_natCast,
    MvPolynomial.aeval_esymm_eq_multiset_esymm, Multiset.map_univ_coe,
    MvPolynomial.psum, MvPolynomial.aeval_X, hp] at h
  exact h
```

For a multiset s of levels, let e_k be the sum of all products of k entries taken at different positions, with e_0 = 1; this is `s.esymm k`. Let P_k = ∑ l^k. Newton's identity reads

k e_k = (−1)^(k+1) ∑ (−1)^a₁ e_a₁ P_a₂,

summed over pairs a = (a₁, a₂) with a₁ + a₂ = k and a₁ < k.

It follows from the generating function E(t) = ∏ (1 + l t) = ∑ e_k t^k, where t is now a formal variable. Differentiating the product gives

t E′(t) = E(t) ∑ l t/(1 + l t) = E(t) (P_1 t − P_2 t² + P_3 t³ − …).

The coefficient of t^k on the left is k e_k. On the right it is the sum of (−1)^(a₂−1) e_a₁ P_a₂, and a₂ = k − a₁ turns the sign into the one above. The Lean proof takes the identity from Mathlib, where it is stated for polynomial variables, and substitutes the levels for them.

```lean
/-- If the odd power sums of `N` complex levels vanish up to order `N`, then so do their odd
elementary symmetric functions. -/
theorem odd_esymm_eq_zero (s : Multiset ℂ)
    (h : ∀ k, Odd k → k ≤ Multiset.card s → (s.map fun l => l ^ k).sum = 0) :
    ∀ k, Odd k → k ≤ Multiset.card s → s.esymm k = 0 := by
  intro k
  induction k using Nat.strong_induction_on with
  | _ k ih =>
    intro hk hks
    have hk0 : (k : ℂ) ≠ 0 := Nat.cast_ne_zero.2 hk.pos.ne'
    have hN := newton s k
    rw [Finset.sum_eq_zero, mul_zero] at hN
    · exact (mul_eq_zero.1 hN).resolve_left hk0
    · -- in each term one of the two orders is odd
      intro a ha
      rw [Finset.mem_filter, Finset.HasAntidiagonal.mem_antidiagonal] at ha
      obtain ⟨hsum, hlt⟩ := ha
      rcases Nat.even_or_odd a.1 with he | ho
      · have h2 : Odd a.2 := by
          obtain ⟨r, hr⟩ := he
          obtain ⟨t, ht⟩ := hk
          exact ⟨t - r, by omega⟩
        rw [h a.2 h2 (by omega), mul_zero]
      · rw [ih a.1 hlt ho (by omega), mul_zero, zero_mul]
```

Suppose that the odd power sums of N levels vanish up to order N. Then the odd e_k vanish up to order N as well.

Let k be odd and assume the claim for all smaller odd orders. In each term of Newton's identity a₁ + a₂ is odd, so exactly one of the two is odd. If it is a₂, then P_a₂ = 0 by hypothesis. If it is a₁, then a₁ < k and e_a₁ = 0 by the induction assumption. Every term vanishes, so k e_k = 0, and k ≠ 0 gives e_k = 0. The two branches after `rcases` are these two cases.

## The symmetry theorem

```lean
/-- Spectral symmetry from odd moments: if `tr H^k = 0` for every odd `k` up to the dimension,
then `det(z + H) = det(z - H)` for all complex `z`, and `l` and `-l` have equal algebraic
multiplicity for every `l`. -/
theorem spectral_symmetry (H : Matrix ι ι ℂ)
    (h : ∀ k, Odd k → k ≤ Fintype.card ι → (H ^ k).trace = 0) :
    (∀ z : ℂ, (z • (1 : Matrix ι ι ℂ) + H).det = (z • (1 : Matrix ι ι ℂ) - H).det) ∧
      ∀ l : ℂ, algMult H (-l) = algMult H l := by
  have hcard : Multiset.card H.charpoly.roots = Fintype.card ι := by
    rw [splits_iff_card_roots.1 (IsAlgClosed.splits _), Matrix.charpoly_natDegree_eq_dim]
  have he := odd_esymm_eq_zero H.charpoly.roots fun k hk hkn => by
    rw [← trace_pow_eq_sum]
    exact h k hk (hcard ▸ hkn)
  -- only even elementary symmetric functions survive in the two products
  have hpoly : (H.charpoly.roots.map fun l => X + C l).prod =
      (H.charpoly.roots.map fun l => X - C l).prod := by
    rw [Multiset.prod_X_add_C_eq_sum_esymm, Multiset.prod_X_sub_X_eq_sum_esymm]
    refine Finset.sum_congr rfl fun j hj => ?_
    rcases Nat.even_or_odd j with hev | hod
    · rw [hev.neg_one_pow, one_mul]
    · rw [he j hod (Nat.lt_succ_iff.1 (Finset.mem_range.1 hj)), C_0, zero_mul, mul_zero]
  constructor
  · intro z
    have h1 := det_aeval H (C z + X)
    have h2 := det_aeval H (C z - X)
    have h3 := congrArg (eval z) hpoly
    simp only [map_add, map_sub, aeval_C, aeval_X, eval_add, eval_sub, eval_C, eval_X,
      Algebra.algebraMap_eq_smul_one] at h1 h2
    simp only [eval_multiset_prod, Multiset.map_map, Function.comp_def, eval_add, eval_sub,
      eval_C, eval_X] at h3
    rw [h1, h2, h3]
  · -- equal products have equal roots, so the spectrum is invariant under reflection
    have hneg : H.charpoly.roots.map (fun l => -l) = H.charpoly.roots := by
      have e : ((H.charpoly.roots.map fun l => -l).map fun a => X - C a).prod =
          (H.charpoly.roots.map fun l => X - C l).prod := by
        rw [← hpoly, Multiset.map_map]
        simp only [Function.comp_def, C_neg, sub_neg_eq_add]
      have r := congrArg Polynomial.roots e
      rwa [roots_multiset_prod_X_sub_C, roots_multiset_prod_X_sub_C] at r
    intro l
    have hc := Multiset.count_map_eq_count' (fun x : ℂ => -x) H.charpoly.roots neg_injective l
    rw [hneg, count_roots, count_roots] at hc
    exact hc
```

The hypothesis `h` is tr H^k = 0 for every odd k ≤ n. The conclusion has two parts: det(z + H) = det(z − H) for every complex z, and equal algebraic multiplicities of l and −l for every l. The expression `z • 1` is z times the identity matrix.

Expand two products over the eigenvalues:

∏ (x + l) = ∑ e_j x^(n−j)

∏ (x − l) = ∑ (−1)^j e_j x^(n−j)

They differ only in the terms with odd j, and those e_j are zero, so the products are equal; this is `hpoly`. At x = z they are det(z + H) and det(z − H), by `det_aeval`. The first product also has the roots −l and the second the roots l. Equal polynomials have equal roots with multiplicity, so reflection maps the spectrum onto itself (`hneg`), and counting gives the pairing.

The smallest sizes show what is being asked. For n = 1 the condition is H = 0. For n = 2 the only condition is tr H = 0, and the eigenvalues are then ±√(−det H).

The symmetry is about energy zero. To examine symmetry about another energy E, apply the theorem to H − E.

```lean
/-- Converse: if `l` and `-l` have equal algebraic multiplicity for every `l`, then every odd
moment of `H` vanishes. -/
theorem odd_moment_eq_zero (H : Matrix ι ι ℂ) (h : ∀ l : ℂ, algMult H (-l) = algMult H l)
    {k : ℕ} (hk : Odd k) : (H ^ k).trace = 0 := by
  have hneg : H.charpoly.roots.map (fun l => -l) = H.charpoly.roots := by
    ext a
    have hc := Multiset.count_map_eq_count' (fun x : ℂ => -x) H.charpoly.roots
      neg_injective (-a)
    simp only [neg_neg] at hc
    rw [hc, count_roots, count_roots]
    exact h a
  have hsum : ∀ s : Multiset ℂ,
      (s.map fun x => -x ^ k).sum = -(s.map fun x => x ^ k).sum := by
    intro s
    induction s using Multiset.induction_on with
    | empty => simp
    | cons a s ih =>
      rw [Multiset.map_cons, Multiset.map_cons, Multiset.sum_cons, Multiset.sum_cons, ih]
      ring
  -- reflecting the spectrum reverses the sign of an odd power sum
  have hs := congrArg (fun s : Multiset ℂ => (s.map fun l => l ^ k).sum) hneg
  simp only [Multiset.map_map, Function.comp_def, hk.neg_pow] at hs
  rw [hsum] at hs
  rw [trace_pow_eq_sum]
  linear_combination (-1 / 2 : ℂ) * hs
```

Conversely, if the multiplicities of l and −l agree, every odd moment vanishes, with no bound on k. Reflection leaves the spectrum unchanged, so for odd k

∑ l^k = ∑ (−l)^k = −∑ l^k,

and the sum is zero. Together with the previous theorem, this means that once the odd moments up to order n vanish, all higher odd moments do too.

## Two sublattices

```lean
/-- A matrix with zero on-site energies and hopping only between two sublattices, of any sizes, has
a paired spectrum: `l` and `-l` have equal algebraic multiplicity. -/
theorem bipartite_pairing {α β : Type*} [Fintype α] [Fintype β] [DecidableEq α] [DecidableEq β]
    (A : Matrix α β ℂ) (B : Matrix β α ℂ) (l : ℂ) :
    algMult (Matrix.fromBlocks 0 A B 0) (-l) = algMult (Matrix.fromBlocks 0 A B 0) l := by
  -- an odd number of hops always ends on the other sublattice
  have hodd : ∀ j : ℕ, ∃ (A' : Matrix α β ℂ) (B' : Matrix β α ℂ),
      (Matrix.fromBlocks 0 A B 0) ^ (2 * j + 1) = Matrix.fromBlocks 0 A' B' 0 := by
    intro j
    induction j with
    | zero => exact ⟨A, B, by simp⟩
    | succ j ih =>
      obtain ⟨A', B', e⟩ := ih
      refine ⟨A' * B * A, B' * A * B, ?_⟩
      rw [show 2 * (j + 1) + 1 = 2 * j + 1 + 1 + 1 by ring, pow_succ, pow_succ, e,
        Matrix.fromBlocks_multiply, Matrix.fromBlocks_multiply]
      simp
  refine (spectral_symmetry _ fun k hk _ => ?_).2 l
  obtain ⟨j, rfl⟩ := hk
  obtain ⟨A', B', e⟩ := hodd j
  rw [e]
  simp [Matrix.trace, Fintype.sum_sum_type]
```

Here H has zero diagonal blocks, A in the upper right and B in the lower left. There is no hopping within a sublattice, and all on-site energies are zero. The types `α` and `β` label the two sublattices, which may differ in size. A Hermitian Hamiltonian has B = A†, but the theorem does not need this.

An odd number of hops ends on the other sublattice, so an odd power of H again has zero diagonal blocks. In `hodd`, two further hops replace the blocks A′ and B′ by A′BA and B′AB. The trace of such a matrix is zero, every odd moment vanishes, and `spectral_symmetry` gives the pairing. In Hückel theory, a non-interacting model with a finite basis, this is the pairing of orbital energies in alternant hydrocarbons, measured from the on-site energy common to all carbon atoms.

## A three-site ring that needs its third moment

```lean
/-- Directed hopping around a ring of three sites. -/
def ring3 : Matrix (Fin 3) (Fin 3) ℂ := !![0, 1, 0; 0, 0, 1; 1, 0, 0]
```

The sites are numbered 0, 1, 2, and the nonzero entries are H₀₁ = H₁₂ = H₂₀ = 1. Amplitude moves around the ring in one direction only, so this matrix is not Hermitian.

```lean
/-- For directed hopping on three sites the odd moments of order below three vanish, but
`det(1 + H)` and `det(1 - H)` differ. -/
theorem ring3_sharp :
    (∀ k, Odd k → k < 3 → (ring3 ^ k).trace = 0) ∧ (1 + ring3).det ≠ (1 - ring3).det := by
  constructor
  · intro k hk hlt
    have h1 : k = 1 := by
      obtain ⟨m, rfl⟩ := hk
      omega
    rw [h1, pow_one]
    simp [ring3, Matrix.trace, Fin.sum_univ_succ]
  · simp [ring3, Matrix.det_fin_three]

end

end OddMomentSymmetry
```

The only odd order below 3 is k = 1, and tr H = 0 because the diagonal is empty. Yet

det(1 + H) = 2, det(1 − H) = 0.

The third moment reveals the asymmetry: three hops return every site to itself, so H³ = 1 and tr H³ = 3. For n = 3, then, the condition k ≤ n cannot be weakened to k < n. For even n the two conditions select the same odd orders. Hermiticity would not rescue the shorter list either, since the triangular molecule of the opening also has zero trace and an unsymmetric spectrum.

```lean
#print axioms OddMomentSymmetry.odd_moment_eq_zero
-- 'OddMomentSymmetry.odd_moment_eq_zero' depends on axioms: [propext, Classical.choice, Quot.sound]
#print axioms OddMomentSymmetry.bipartite_pairing
-- 'OddMomentSymmetry.bipartite_pairing' depends on axioms: [propext, Classical.choice, Quot.sound]
#print axioms OddMomentSymmetry.ring3_sharp
-- 'OddMomentSymmetry.ring3_sharp' depends on axioms: [propext, Classical.choice, Quot.sound]
```
